# An exchange field stronger than the hopping norm keeps all levels away from zero, whatever the pattern of moments

In an antiferromagnetic insulator, a band picture ties the gap to the alternating order of the moments, yet many such materials stay insulating when heating destroys that order. A static model can test whether the order is needed: an electron hops through a lattice whose local moments point up or down in an arbitrary pattern.

In Lean 4 with Mathlib:

```lean
import Mathlib

open Matrix
open scoped Finset Matrix.Norms.L2Operator

namespace DisorderedMomentGap

variable {n : Type*} [Fintype n] [DecidableEq n]

/-- Hopping `T` together with a local exchange field `h i` on each site `i`. -/
def hamiltonian (T : Matrix n n ℝ) (h : n → ℝ) : Matrix n n ℝ :=
  T + Matrix.diagonal h

omit [Fintype n] in
/-- For symmetric hopping the Hamiltonian with local fields is Hermitian. -/
theorem hamiltonian_isHermitian {T : Matrix n n ℝ} (hT : T.IsHermitian) (h : n → ℝ) :
    (hamiltonian T h).IsHermitian :=
  hT.add (Matrix.isHermitian_diagonal h)

/-- The one-particle levels: the eigenvalues of the Hamiltonian, listed with multiplicity. -/
noncomputable def level {T : Matrix n n ℝ} (hT : T.IsHermitian) (h : n → ℝ) : n → ℝ :=
  (hamiltonian_isHermitian hT h).eigenvalues

omit [DecidableEq n] in
private lemma inner_eq_dot (x y : EuclideanSpace ℝ n) :
    inner ℝ x y = x.ofLp ⬝ᵥ y.ofLp := by
  simp [PiLp.inner_apply, dotProduct, mul_comm]

/-- For a real symmetric matrix `A` there are modes `u i` in which the squared norm of a state `x`
is the sum of its squared amplitudes, and its energy `x ⬝ᵥ A *ᵥ x` is the sum of these weighted by
the eigenvalues of `A`. -/
theorem spectral_sums {A : Matrix n n ℝ} (hA : A.IsHermitian) :
    ∃ u : n → n → ℝ, (∀ x, ∑ i, (u i ⬝ᵥ x) ^ 2 = x ⬝ᵥ x) ∧
      ∀ x, ∑ i, hA.eigenvalues i * (u i ⬝ᵥ x) ^ 2 = x ⬝ᵥ A *ᵥ x := by
  have par : ∀ x y : n → ℝ, ∑ i, (x ⬝ᵥ (hA.eigenvectorBasis i).ofLp) *
      ((hA.eigenvectorBasis i).ofLp ⬝ᵥ y) = x ⬝ᵥ y := by
    intro x y
    have h := hA.eigenvectorBasis.sum_inner_mul_inner (WithLp.toLp 2 x) (WithLp.toLp 2 y)
    simpa only [inner_eq_dot] using h
  have hAt : Aᵀ = A := (Matrix.conjTranspose_eq_transpose_of_trivial A).symm.trans hA.eq
  refine ⟨fun i => (hA.eigenvectorBasis i).ofLp, fun x => ?_, fun x => ?_⟩
  · rw [← par x x]
    refine Finset.sum_congr rfl fun i _ => ?_
    rw [dotProduct_comm x, sq]
  · rw [← par x (A *ᵥ x)]
    refine Finset.sum_congr rfl fun i _ => ?_
    -- move `A` onto the eigenvector
    rw [Matrix.dotProduct_mulVec, ← Matrix.mulVec_transpose, hAt,
      hA.mulVec_eigenvectorBasis, smul_dotProduct, smul_eq_mul, dotProduct_comm x]
    ring

/-- Variational counting: let `A` have energies `E` in modes `u` that resolve the norm. If every
state confined to the sites `P` has energy at most `c` per unit squared norm, then at least as many
of the energies are at most `c` as there are sites in `P`. -/
theorem card_le_card_levels {A : Matrix n n ℝ} {E : n → ℝ} {u : n → n → ℝ}
    (hu : ∀ x, ∑ i, (u i ⬝ᵥ x) ^ 2 = x ⬝ᵥ x)
    (hE : ∀ x, ∑ i, E i * (u i ⬝ᵥ x) ^ 2 = x ⬝ᵥ A *ᵥ x) (P : Finset n) (c : ℝ)
    (hP : ∀ x : n → ℝ, (∀ i, i ∉ P → x i = 0) → x ⬝ᵥ A *ᵥ x ≤ c * (x ⬝ᵥ x)) :
    P.card ≤ #{i | E i ≤ c} := by
  let Q : Finset n := Finset.univ.filter fun i => E i ≤ c
  -- record the amplitudes in the low modes and on the sites outside `P`
  let L : (n → ℝ) →ₗ[ℝ] (Q → ℝ) × ((Pᶜ : Finset n) → ℝ) :=
    { toFun := fun x => (fun i => u i ⬝ᵥ x, fun j => x j)
      map_add' := fun x y => by
        ext i
        · exact dotProduct_add _ _ _
        · rfl
      map_smul' := fun a x => by
        ext i
        · exact dotProduct_smul _ _ _
        · rfl }
  have hL : Function.Injective L := by
    refine (injective_iff_map_eq_zero L).2 fun x hx => ?_
    have hq : ∀ i, E i ≤ c → u i ⬝ᵥ x = 0 := fun i hi =>
      congrFun (congrArg Prod.fst hx) ⟨i, Finset.mem_filter.2 ⟨Finset.mem_univ i, hi⟩⟩
    have hp : ∀ i, i ∉ P → x i = 0 := fun i hi =>
      congrFun (congrArg Prod.snd hx) ⟨i, Finset.mem_compl.2 hi⟩
    have hnn : ∀ i ∈ Finset.univ, 0 ≤ (E i - c) * (u i ⬝ᵥ x) ^ 2 := by
      intro i _
      rcases le_or_gt (E i) c with hi | hi
      · simp [hq i hi]
      · exact mul_nonneg (sub_nonneg.2 hi.le) (sq_nonneg _)
    have hsum : ∑ i, (E i - c) * (u i ⬝ᵥ x) ^ 2 = x ⬝ᵥ A *ᵥ x - c * (x ⬝ᵥ x) := by
      simp only [sub_mul, Finset.sum_sub_distrib, ← Finset.mul_sum, hu, hE]
    have hz : ∑ i, (E i - c) * (u i ⬝ᵥ x) ^ 2 = 0 :=
      le_antisymm (by rw [hsum]; linarith [hP x hp]) (Finset.sum_nonneg hnn)
    have hall : ∀ i, u i ⬝ᵥ x = 0 := by
      intro i
      rcases le_or_gt (E i) c with hi | hi
      · exact hq i hi
      · have h0 := (Finset.sum_eq_zero_iff_of_nonneg hnn).1 hz i (Finset.mem_univ i)
        rcases mul_eq_zero.1 h0 with h1 | h1
        · linarith
        · exact pow_eq_zero_iff (two_ne_zero) |>.1 h1
    have hxx : x ⬝ᵥ x = 0 := by
      rw [← hu x]
      simp [hall]
    exact dotProduct_self_eq_zero.1 hxx
  have hdim := LinearMap.finrank_le_finrank_of_injective hL
  rw [Module.finrank_prod, Module.finrank_fintype_fun_eq_card,
    Module.finrank_fintype_fun_eq_card, Module.finrank_fintype_fun_eq_card,
    Fintype.card_coe, Fintype.card_coe] at hdim
  have hc := Finset.card_add_card_compl P
  change P.card ≤ Q.card
  omega

private lemma energy_eq (T : Matrix n n ℝ) (h x : n → ℝ) :
    x ⬝ᵥ hamiltonian T h *ᵥ x = x ⬝ᵥ T *ᵥ x + ∑ i, h i * x i ^ 2 := by
  rw [hamiltonian, Matrix.add_mulVec, dotProduct_add]
  congr 1
  refine Finset.sum_congr rfl fun i _ => ?_
  rw [Matrix.mulVec_diagonal]
  ring

/-- Symmetric hopping whose energy has absolute value at most `W` per unit squared norm, with local
fields of any signs and of strength at least `D > W`: all levels have absolute value at least
`D - W`, and as many are negative as there are sites with a negative field. -/
theorem gap_and_count_of_fields {T : Matrix n n ℝ} (hT : T.IsHermitian) {h : n → ℝ} {W D : ℝ}
    (hW : ∀ x, |x ⬝ᵥ T *ᵥ x| ≤ W * (x ⬝ᵥ x)) (hD : ∀ i, D ≤ |h i|) (hWD : W < D) :
    (∀ i, D - W ≤ |level hT h i|) ∧ #{i | level hT h i < 0} = #{i | h i < 0} := by
  obtain ⟨u, hu, hE⟩ := spectral_sums (hamiltonian_isHermitian hT h)
  change ∀ x, ∑ i, level hT h i * (u i ⬝ᵥ x) ^ 2 = _ at hE
  let P : Finset n := Finset.univ.filter fun i => h i < 0
  have memP : ∀ i, i ∈ P ↔ h i < 0 := fun i => by simp [P]
  -- states on the negative-field sites lie low
  have low := card_le_card_levels hu hE P (-(D - W)) (by
    intro x hx
    have hf : ∑ i, h i * x i ^ 2 ≤ -D * (x ⬝ᵥ x) := by
      simp only [dotProduct, Finset.mul_sum]
      refine Finset.sum_le_sum fun i _ => ?_
      by_cases hi : h i < 0
      · have h1 := hD i
        rw [abs_of_neg hi] at h1
        nlinarith [mul_nonneg (sub_nonneg.2 h1) (sq_nonneg (x i))]
      · simp [hx i (fun hm => hi ((memP i).1 hm))]
    rw [energy_eq]
    linarith [(abs_le.1 (hW x)).2])
  -- states on the remaining sites lie high: reverse the sign of the energy
  have hE' : ∀ x, ∑ i, (-level hT h i) * (u i ⬝ᵥ x) ^ 2 = x ⬝ᵥ (-hamiltonian T h) *ᵥ x := by
    intro x
    rw [Matrix.neg_mulVec, dotProduct_neg, ← hE x, ← Finset.sum_neg_distrib]
    exact Finset.sum_congr rfl fun i _ => by ring
  have high := card_le_card_levels hu hE' Pᶜ (-(D - W)) (by
    intro x hx
    have hf : D * (x ⬝ᵥ x) ≤ ∑ i, h i * x i ^ 2 := by
      simp only [dotProduct, Finset.mul_sum]
      refine Finset.sum_le_sum fun i _ => ?_
      by_cases hi : h i < 0
      · simp [hx i (fun hm => Finset.mem_compl.1 hm ((memP i).2 hi))]
      · have h1 := hD i
        rw [abs_of_nonneg (not_lt.1 hi)] at h1
        nlinarith [mul_nonneg (sub_nonneg.2 h1) (sq_nonneg (x i))]
    rw [Matrix.neg_mulVec, dotProduct_neg, energy_eq]
    linarith [(abs_le.1 (hW x)).1])
  let A : Finset n := Finset.univ.filter fun i => level hT h i ≤ -(D - W)
  let B : Finset n := Finset.univ.filter fun i => -level hT h i ≤ -(D - W)
  change P.card ≤ A.card at low
  change Pᶜ.card ≤ B.card at high
  have hdis : Disjoint A B := by
    refine Finset.disjoint_left.2 fun i ha hb => ?_
    have h1 := (Finset.mem_filter.1 ha).2
    have h2 := (Finset.mem_filter.1 hb).2
    linarith
  have hcard := Finset.card_union_of_disjoint hdis
  have hle := Finset.card_le_univ (A ∪ B)
  have hc := Finset.card_add_card_compl P
  -- the two groups exhaust all levels
  have huniv : A ∪ B = Finset.univ := Finset.eq_univ_of_card _ (by omega)
  have hgap : ∀ i, D - W ≤ |level hT h i| := by
    intro i
    have hi : i ∈ A ∪ B := huniv ▸ Finset.mem_univ i
    rcases Finset.mem_union.1 hi with h1 | h1
    · have h2 := (Finset.mem_filter.1 h1).2
      linarith [neg_le_abs (level hT h i)]
    · have h2 := (Finset.mem_filter.1 h1).2
      linarith [le_abs_self (level hT h i)]
  refine ⟨hgap, ?_⟩
  have hneg : (Finset.univ.filter fun i => level hT h i < 0) = A := by
    refine Finset.filter_congr fun i _ => ⟨fun hi => ?_, fun hi => by linarith⟩
    have h1 := hgap i
    rw [abs_of_neg hi] at h1
    linarith
  rw [hneg]
  change A.card = P.card
  omega

/-- The hopping energy of a state has absolute value at most the operator norm of `T` times the
squared norm of the state. -/
theorem hopping_energy_le (T : Matrix n n ℝ) (x : n → ℝ) :
    |x ⬝ᵥ T *ᵥ x| ≤ ‖T‖ * (x ⬝ᵥ x) := by
  let v : EuclideanSpace ℝ n := WithLp.toLp 2 x
  let w : EuclideanSpace ℝ n := WithLp.toLp 2 (T *ᵥ x)
  have h1 : ‖w‖ ≤ ‖T‖ * ‖v‖ := Matrix.l2_opNorm_mulVec T v
  have h2 : |x ⬝ᵥ T *ᵥ x| ≤ ‖v‖ * ‖w‖ := by
    have h := abs_real_inner_le_norm v w
    rwa [inner_eq_dot] at h
  have h3 : x ⬝ᵥ x = ‖v‖ ^ 2 := by
    rw [← real_inner_self_eq_norm_sq, inner_eq_dot]
  rw [h3]
  nlinarith [mul_le_mul_of_nonneg_left h1 (norm_nonneg v)]

/-- Moments of arbitrary signs `s` in an exchange field `D` above the operator norm of the
symmetric hopping: every level has absolute value at least `D - ‖T‖`, and exactly as many levels
are negative as there are sites with `s i = -1`. -/
theorem disordered_moment_gap {T : Matrix n n ℝ} (hT : T.IsHermitian) {s : n → ℝ}
    (hs : ∀ i, s i = 1 ∨ s i = -1) {D : ℝ} (hD : ‖T‖ < D) :
    (∀ i, D - ‖T‖ ≤ |level hT (fun j => D * s j) i|) ∧
      #{i | level hT (fun j => D * s j) i < 0} = #{i | s i = -1} := by
  have hpos : 0 < D := (norm_nonneg T).trans_lt hD
  obtain ⟨hgap, hcount⟩ := gap_and_count_of_fields hT (h := fun j => D * s j)
    (hopping_energy_le T) (fun i => by
      rcases hs i with h | h <;> simp [h, abs_of_pos hpos]) hD
  refine ⟨hgap, hcount.trans (congrArg Finset.card (Finset.filter_congr fun i _ => ?_))⟩
  rcases hs i with h | h
  · rw [h]
    constructor <;> intro h' <;> linarith
  · rw [h]
    constructor
    · intro _
      rfl
    · intro _
      linarith

/-- For symmetric hopping with operator norm below `D`, exactly half of the levels are negative
if and only if the moments `s i = ±1` add up to zero. -/
theorem half_filled_iff_no_net_moment {T : Matrix n n ℝ} (hT : T.IsHermitian) {s : n → ℝ}
    (hs : ∀ i, s i = 1 ∨ s i = -1) {D : ℝ} (hD : ‖T‖ < D) :
    2 * #{i | level hT (fun j => D * s j) i < 0} = Fintype.card n ↔ ∑ i, s i = 0 := by
  rw [(disordered_moment_gap hT hs hD).2]
  have e : ∀ i, s i = 1 - 2 * (if s i = -1 then (1 : ℝ) else 0) := by
    intro i
    rcases hs i with h | h <;> rw [h] <;> norm_num
  -- each down moment lowers the total by two
  have hsum : ∑ i, s i = (Fintype.card n : ℝ) - 2 * (#{i | s i = -1} : ℝ) := by
    calc ∑ i, s i = ∑ i, (1 - 2 * (if s i = -1 then (1 : ℝ) else 0)) :=
          Finset.sum_congr rfl fun i _ => e i
      _ = _ := by
          rw [Finset.sum_sub_distrib, ← Finset.mul_sum, Finset.sum_boole]
          simp
  rw [hsum, ← Nat.cast_inj (R := ℝ)]
  push_cast
  constructor <;> intro h <;> linarith

/-- Hopping of amplitude `t` between two sites. -/
def dimer (t : ℝ) : Matrix (Fin 2) (Fin 2) ℝ := !![0, t; t, 0]


/-- For `t ≥ 0` the two-site hopping energy has absolute value at most `t` per unit squared norm,
and with the same field `D` on both sites the odd state has energy exactly `D - t`. When `t < D`,
this energy attains the gap bound. -/
theorem dimer_attains_bound {t : ℝ} (ht : 0 ≤ t) (D : ℝ) :
    (∀ x, |x ⬝ᵥ dimer t *ᵥ x| ≤ t * (x ⬝ᵥ x)) ∧
      hamiltonian (dimer t) (fun _ => D) *ᵥ ![1, -1] = (D - t) • ![1, -1] := by
  constructor
  · intro x
    have h1 : x ⬝ᵥ dimer t *ᵥ x = 2 * t * (x 0 * x 1) := by
      simp [dimer, dotProduct, Matrix.mulVec, Fin.sum_univ_succ]
      ring
    have h2 : x ⬝ᵥ x = x 0 ^ 2 + x 1 ^ 2 := by
      simp [dotProduct, Fin.sum_univ_succ, sq]
    rw [h1, h2, abs_le]
    constructor
    · nlinarith [mul_nonneg ht (sq_nonneg (x 0 + x 1))]
    · nlinarith [mul_nonneg ht (sq_nonneg (x 0 - x 1))]
  · ext i
    fin_cases i <;>
      simp [hamiltonian, dimer, Matrix.mulVec, dotProduct, Fin.sum_univ_succ] <;> ring


end DisorderedMomentGap
```

```lean
#print axioms DisorderedMomentGap.disordered_moment_gap
-- 'DisorderedMomentGap.disordered_moment_gap' depends on axioms: [propext, Classical.choice, Quot.sound]
#print axioms DisorderedMomentGap.half_filled_iff_no_net_moment
-- 'DisorderedMomentGap.half_filled_iff_no_net_moment' depends on axioms: [propext, Classical.choice, Quot.sound]
#print axioms DisorderedMomentGap.dimer_attains_bound
-- 'DisorderedMomentGap.dimer_attains_bound' depends on axioms: [propext, Classical.choice, Quot.sound]
```

## As many negative levels as down moments

Let $N$ be the number of sites, $T$ a real symmetric hopping matrix and $s_i=\pm1$ the sign of the moment on site $i$. The Hamiltonian is
$$H = T + \mathrm{diag}(h_i),\qquad h_i = D s_i .$$
If $\|T\|<D$, then `disordered_moment_gap` says that every eigenvalue $E_i$ of $H$ satisfies $|E_i|\ge D-\|T\|$, and that the number of negative eigenvalues equals the number of sites with $s_i=-1$. No order in the signs is assumed.

The more general `gap_and_count_of_fields` allows fields of varying strength with $|h_i|\ge D$, and replaces the norm by any $W<D$ with $|x\cdot Tx|\le W\,x\cdot x$ for all real vectors $x$. Then $|E_i|\ge D-W$, and there are as many negative levels as negative fields.

## One spin species in a frozen field

The type `n` labels the sites. `IsHermitian` means symmetric here, because the entries are real, and `hamiltonian T h` is $H$. The function `level` lists its eigenvalues with multiplicity. It is also indexed by `n`, but level $i$ does not belong to site $i$. The expression `#{i | ...}` counts indices, and `‖T‖` is the operator norm for Euclidean length, the largest $|\text{eigenvalue}|$ of $T$ when there is at least one site.

The matrix describes electrons of one spin projection. If an up moment means an excess of spin-up electrons, the Hubbard repulsion raises the spin-down electrons there, so $H$ with $+Ds_i$ is the matrix for spin down. The number $D$ stands for half the local splitting between the two spin directions, as a static mean-field treatment of the Hubbard repulsion would produce it; here it is given and not determined self-consistently. The part of the mean field that both spins share is assumed to be equal on all sites and is taken as the zero of energy. The other spin species sees $-s_i$, so by the same theorem it has one negative level per site with $s_i=+1$. Both species together have $N$ negative levels, which is half filling for every pattern.

For a single species, still with $\|T\|<D$, `half_filled_iff_no_net_moment` says that half of the levels are negative exactly when $\sum_i s_i=0$. This follows from the count, since $\sum_i s_i=N-2N_-$ with $N_-$ the number of down moments.

For supercell calculations with disordered local moments, this means that a gap at zero energy needs no magnetic order, within a finite model of non-interacting electrons in static, collinear fields that exceed the hopping norm. Moments that fluctuate in time, and the Mott transition itself, lie beyond such a model.

## A triangle with one moment reversed

Take three sites 0, 1, 2, all joined by hopping 1. The eigenvalues of $T$ are $2,-1,-1$, so $\|T\|=2$. With $D=3$ and $s=(1,1,-1)$,
$$H=\begin{pmatrix}3&1&1\\1&3&1\\1&1&-3\end{pmatrix}.$$
The odd state $(1,-1,0)/\sqrt2$ has energy $2$. The even state $(1,1,0)/\sqrt2$ and site 2 form the block
$$\begin{pmatrix}4&\sqrt2\\ \sqrt2&-3\end{pmatrix},$$
with trace $1$ and determinant $-14$, hence $E=(1\pm\sqrt{57})/2\approx 4.27,\,-3.27$. All three levels obey $|E|\ge D-\|T\|=1$, and one is negative, matching the one down moment.

## Counting levels with trial states

Let $u_i$ be orthonormal eigenvectors of $H$. Expanding a real state $x$ in them gives
$$\sum_i (u_i\cdot x)^2=x\cdot x,\qquad \sum_i E_i(u_i\cdot x)^2=x\cdot Hx .$$
This is `spectral_sums`, obtained from Parseval's identity by moving the symmetric matrix onto the eigenvector.

The central lemma, `card_le_card_levels`, concerns any matrix $A$ with energies $E_i$ and modes $u_i$ obeying these two identities. Suppose that every state supported on a set $P$ of sites satisfies $x\cdot Ax\le c\,x\cdot x$. Then at least $|P|$ energies are at most $c$.

To see this, let $Q$ be the set of $i$ with $E_i\le c$, and suppose $|Q|<|P|$. The conditions $u_i\cdot x=0$ for $i\in Q$ and $x_j=0$ for $j\notin P$ are $|Q|+N-|P|<N$ linear equations, so some $x\ne0$ solves them. For this $x$,
$$0\ge x\cdot Ax-c\,x\cdot x=\sum_{i\notin Q}(E_i-c)(u_i\cdot x)^2\ge0 .$$
Every term must vanish, and $E_i>c$ for $i\notin Q$, so all amplitudes are zero. Then $x\cdot x=0$, a contradiction. The code puts the same conditions into a linear map `L`, shows that it is injective, and compares dimensions: $N\le|Q|+N-|P|$.

## No level is left for the gap

Now let $P$ be the sites with $h_i<0$, where $h_i\le-D$. A state on $P$ has
$$x\cdot Hx=x\cdot Tx+\sum_i h_i x_i^2\le (W-D)\,x\cdot x ,$$
so at least $|P|$ levels satisfy $E_i\le-(D-W)$. On the other sites $h_i\ge D$, and a state there has $x\cdot Hx\ge(D-W)\,x\cdot x$. Applying the lemma to $-H$, with energies $-E_i$ and the same modes, gives at least $N-|P|$ levels with $E_i\ge D-W$.

These are the steps `low` and `high`. Since $D-W>0$, the two groups of levels, called `A` and `B` in this part of the code, are disjoint. Their sizes add up to at least $N$, and there are only $N$ levels, so they exhaust the spectrum and both counts are exact. That proves the gap and the number of negative levels together.

For the operator norm, `hopping_energy_le` uses the Cauchy–Schwarz inequality:
$$|x\cdot Tx|\le |x|\,|Tx|\le\|T\|\,x\cdot x .$$
The main theorem then follows with $W=\|T\|$ and $h_i=Ds_i$.

## Two parallel moments reach the bound

For two sites with hopping $t\ge0$, $x\cdot Tx=2t\,x_0x_1$. Because $t(x_0\mp x_1)^2\ge0$, this lies between $-t\,x\cdot x$ and $t\,x\cdot x$, so $W=t$ is allowed. With the same field $D$ on both sites,
$$\begin{pmatrix}D&t\\t&D\end{pmatrix}\begin{pmatrix}1\\-1\end{pmatrix}=(D-t)\begin{pmatrix}1\\-1\end{pmatrix}.$$
The normalised state is $(1,-1)/\sqrt2$. For $t<D$ its energy equals the bound $D-W$, as `dimer_attains_bound` records through the eigenvector equation. For $0<D<t$ the same energy is negative although neither field is, so the count can fail when the hopping norm exceeds the field.
